# Normal ordering of \((ba)^n\) for q-boson ladder operators

If \(ab-q\,ba=1\), then for every \(n\ge 0\)

\[
(ba)^n=\sum_{k=0}^{n}S(n,k)\,b^k a^k ,
\]

where the q-Stirling numbers \(S(n,k)\) are fixed by a recursion given below. For example, \((ba)^2=ba+q\,b^2a^2\). At \(q=1\) this puts powers of the number operator of a single bosonic mode, such as the square in a Kerr Hamiltonian, into normal order.

In Lean 4 with Mathlib:

```lean
import Mathlib

open Finset

namespace QBosonNumberPowers

variable {K A : Type*} [CommRing K] [Ring A] [Algebra K A]
```

The scalars form a commutative ring `K`, and the operators live in a `K`-algebra `A`. Neither an inner product nor an adjoint is assumed, so \(b\) need not be \(a^\dagger\).

```lean
/-- The q-number `[n] = 1 + q + ... + q^(n-1)`. -/
def qNum (q : K) (n : ℕ) : K := ∑ i ∈ range n, q ^ i
```

This is \([n]=1+q+\dots+q^{n-1}\), with \([0]=0\); `range n` runs from \(0\) to \(n-1\). The definition could instead have used the quotient \((1-q^n)/(1-q)\). That would require \(1-q\) to be invertible and exclude the ordinary boson, \(q=1\); the sum allows every \(q\).

```lean
/-- The q-Stirling numbers of the second kind, given by their recursion. -/
def qStirling (q : K) : ℕ → ℕ → K
  | 0, 0 => 1
  | 0, _ + 1 => 0
  | _ + 1, 0 => 0
  | n + 1, k + 1 => q ^ k * qStirling q n k + qNum q (k + 1) * qStirling q n (k + 1)
```

The four lines say \(S(0,0)=1\), \(S(0,k+1)=S(n+1,0)=0\) and

\[
S(n+1,k+1)=q^kS(n,k)+[k+1]\,S(n,k+1).
\]

```lean
/-- The q-Stirling number `S(n,k)` vanishes for `k > n`. -/
theorem qStirling_eq_zero (q : K) (n k : ℕ) (hk : n < k) : qStirling q n k = 0 := by
  induction n generalizing k with
  | zero =>
    cases k with
    | zero => omega
    | succ k => simp [qStirling]
  | succ n ih =>
    cases k with
    | zero => omega
    | succ k =>
      rw [qStirling, ih k (by omega), ih (k + 1) (by omega)]
      simp
```

For \(k>n\), \(S(n,k)=0\). In the induction on \(n\), both terms of the recursion already vanish; `omega` settles the index inequalities.

```lean
/-- Moving `a` to the right through `b^k` in the product `b a b^k`. -/
theorem number_mul_pow {q : K} {a b : A} (h : a * b - q • (b * a) = 1) (k : ℕ) :
    b * a * b ^ k = q ^ k • (b ^ (k + 1) * a) + qNum q k • b ^ k := by
  have hab : a * b = q • (b * a) + 1 := sub_eq_iff_eq_add'.mp h
  induction k with
  | zero => simp [qNum]
  | succ k ih =>
    have hq : qNum q (k + 1) = qNum q k + q ^ k := Finset.sum_range_succ _ _
    calc b * a * b ^ (k + 1) = (b * a * b ^ k) * b := by rw [pow_succ, ← mul_assoc]
      _ = q ^ k • (b ^ (k + 1) * (a * b)) + qNum q k • b ^ (k + 1) := by
        rw [ih, add_mul, smul_mul_assoc, smul_mul_assoc, mul_assoc, ← pow_succ]
      _ = q ^ (k + 1) • (b ^ (k + 1 + 1) * a) + qNum q (k + 1) • b ^ (k + 1) := by
        -- one exchange of `a` and `b` produces the next term of the q-number
        rw [hab, mul_add, mul_one, mul_smul_comm, ← mul_assoc, ← pow_succ, hq]
        module
```

The hypothesis `h` is the relation \(ab-q\,ba=1\), a deformation of the canonical commutator; `•` multiplies an operator by a scalar. The claim is

\[
ba\,b^k=q^k b^{k+1}a+[k]\,b^k .
\]

At \(k=0\) both sides are \(ba\). For the next step, multiply on the right by \(b\) and insert \(ab=q\,ba+1\):

\[
\begin{aligned}
ba\,b^{k+1}&=q^k b^{k+1}(ab)+[k]\,b^{k+1}\\
&=q^{k+1}b^{k+2}a+([k]+q^k)\,b^{k+1},
\end{aligned}
\]

and \([k]+q^k=[k+1]\). The `calc` block follows these lines, and `module` collects the scalar coefficients.

```lean
/-- The product `ba` times a normally ordered word `b^k a^k` is a combination of that word and the
next one. -/
theorem number_mul_normal {q : K} {a b : A} (h : a * b - q • (b * a) = 1) (k : ℕ) :
    b * a * (b ^ k * a ^ k) =
      q ^ k • (b ^ (k + 1) * a ^ (k + 1)) + qNum q k • (b ^ k * a ^ k) := by
  rw [← mul_assoc, number_mul_pow h, add_mul, smul_mul_assoc, smul_mul_assoc, mul_assoc,
    ← pow_succ']
```

Multiplying the previous identity on the right by \(a^k\) gives

\[
ba\,(b^ka^k)=q^k b^{k+1}a^{k+1}+[k]\,b^ka^k .
\]

```lean
/-- Normal ordering of the powers of `ba` when `ab - q ba = 1`: the coefficients are the q-Stirling
numbers of the second kind. -/
theorem number_pow_normal_order {q : K} {a b : A} (h : a * b - q • (b * a) = 1) (n : ℕ) :
    (b * a) ^ n = ∑ k ∈ range (n + 1), qStirling q n k • (b ^ k * a ^ k) := by
  induction n with
  | zero => simp [qStirling]
  | succ n ih =>
    -- a sum whose two end terms vanish may be shifted by one
    have shift : ∀ g : ℕ → A, g 0 = 0 → g (n + 1) = 0 →
        ∑ k ∈ range (n + 1), g k = ∑ k ∈ range (n + 1), g (k + 1) := by
      intro g h0 h1
      have h2 := Finset.sum_range_succ' g (n + 1)
      rw [Finset.sum_range_succ g (n + 1), h0, h1, add_zero, add_zero] at h2
      exact h2
    calc (b * a) ^ (n + 1)
        = ∑ k ∈ range (n + 1), ((q ^ k * qStirling q n k) • (b ^ (k + 1) * a ^ (k + 1))
            + (qNum q k * qStirling q n k) • (b ^ k * a ^ k)) := by
          rw [pow_succ', ih, Finset.mul_sum]
          refine Finset.sum_congr rfl fun k _ => ?_
          rw [mul_smul_comm, number_mul_normal h]
          module
      _ = ∑ k ∈ range (n + 1), (q ^ k * qStirling q n k) • (b ^ (k + 1) * a ^ (k + 1))
            + ∑ k ∈ range (n + 1),
              (qNum q (k + 1) * qStirling q n (k + 1)) • (b ^ (k + 1) * a ^ (k + 1)) := by
          rw [Finset.sum_add_distrib,
            shift (fun k => (qNum q k * qStirling q n k) • (b ^ k * a ^ k))
              (by simp [qNum]) (by simp [qStirling_eq_zero q n (n + 1) (Nat.lt_succ_self n)])]
      _ = ∑ k ∈ range (n + 1 + 1), qStirling q (n + 1) k • (b ^ k * a ^ k) := by
          rw [Finset.sum_range_succ' _ (n + 1), ← Finset.sum_add_distrib]
          simp only [qStirling, zero_smul, add_zero, add_smul]
```

This is the main theorem, proved by induction on \(n\). At \(n=0\) both sides are \(1\). Multiplying the formula for \(n\) on the left by \(ba\) gives

\[
(ba)^{n+1}=\sum_{k=0}^{n}q^kS(n,k)\,b^{k+1}a^{k+1}+\sum_{k=0}^{n}[k]\,S(n,k)\,b^ka^k .
\]

In the second sum the term \(k=0\) vanishes because \([0]=0\), and a term \(k=n+1\) may be added because \(S(n,n+1)=0\). Shifting the index, which is the task of `shift`, turns it into

\[
\sum_{k=0}^{n}[k+1]\,S(n,k+1)\,b^{k+1}a^{k+1}.
\]

By the recursion, the two sums together have coefficients \(S(n+1,k+1)\). Since \(S(n+1,0)=0\), this is the formula for \(n+1\).

```lean
/-- At `q = 1` the q-Stirling numbers are the ordinary Stirling numbers of the second kind. -/
theorem qStirling_one (n k : ℕ) : qStirling (1 : K) n k = (Nat.stirlingSecond n k : K) := by
  induction n generalizing k with
  | zero => cases k <;> simp [qStirling, Nat.stirlingSecond]
  | succ n ih =>
    cases k with
    | zero => simp [qStirling, Nat.stirlingSecond]
    | succ k =>
      simp only [qStirling, Nat.stirlingSecond, ih, qNum, one_pow, Finset.sum_const,
        Finset.card_range, nsmul_eq_mul]
      push_cast
      ring
```

At \(q=1\), \([k+1]=k+1\), and the recursion becomes that of Mathlib's ordinary Stirling numbers of the second kind. The induction compares the two recursions.

```lean
/-- Normal ordering of the powers of the number operator of an ordinary boson. -/
theorem boson_number_pow {a b : A} (h : a * b - b * a = 1) (n : ℕ) :
    (b * a) ^ n = ∑ k ∈ range (n + 1), Nat.stirlingSecond n k • (b ^ k * a ^ k) := by
  have h1 := number_pow_normal_order (K := ℤ) (q := 1) (a := a) (b := b)
    (by rw [one_smul]; exact h) n
  simpa only [qStirling_one, natCast_zsmul] using h1
```

For \(ab-ba=1\) the coefficients are therefore ordinary Stirling numbers. The proof takes `K` to be the integers, which act on any ring, so `A` needs no further scalars.

```lean
/-- The lowering operator on sequences of amplitudes indexed by the occupation number. -/
def lower (q : K) : Module.End K (ℕ → K) where
  toFun f n := qNum q (n + 1) * f (n + 1)
  map_add' f g := by
    funext n
    simp only [Pi.add_apply]
    ring
  map_smul' c f := by
    funext n
    simp only [Pi.smul_apply, smul_eq_mul, RingHom.id_apply]
    ring
```

A concrete model acts on sequences \(f(m)\), with \(m\) the occupation number. Here \((af)(m)=[m+1]\,f(m+1)\); the remaining fields prove linearity.

```lean
/-- The raising operator, which shifts every amplitude up by one quantum. -/
def raise (K : Type*) [CommRing K] : Module.End K (ℕ → K) where
  toFun f n := match n with
    | 0 => 0
    | m + 1 => f m
  map_add' f g := by
    funext n
    cases n <;> simp
  map_smul' c f := by
    funext n
    cases n <;> simp
```

The raising operator has \((bf)(0)=0\) and \((bf)(m+1)=f(m)\). The underlying basis is unnormalised: at \(q=1\) over the complex numbers, the amplitude on the normalised Fock state \(|m\rangle\) is \(\sqrt{m!}\,f(m)\). All sequences are allowed, normalisable or not.

```lean
/-- The operators `lower q` and `raise K` satisfy the q-boson relation. -/
theorem ladder_witness (q : K) : lower q * raise K - q • (raise K * lower q) = 1 := by
  have hq : ∀ n, qNum q (n + 1) = q * qNum q n + 1 := fun n => by
    simp only [qNum, Finset.sum_range_succ', Finset.mul_sum, pow_succ', pow_zero]
  refine LinearMap.ext fun f => funext fun n => ?_
  cases n with
  | zero =>
    change qNum q (0 + 1) * f 0 - q * 0 = f 0
    simp [qNum]
  | succ n =>
    change qNum q (n + 1 + 1) * f (n + 1) - q * (qNum q (n + 1) * f (n + 1)) = f (n + 1)
    rw [hq (n + 1)]
    ring
```

The model satisfies the relation: \(ab\) multiplies \(f(m)\) by \([m+1]\), \(ba\) multiplies it by \([m]\), and \([m+1]-q[m]=1\). The proof treats \(m=0\) separately because `raise` does.

```lean
/-- The q-falling factorial `[m][m-1]...[m-k+1]`, which is zero for `k > m`. -/
def qFalling (q : K) : ℕ → ℕ → K
  | _, 0 => 1
  | 0, _ + 1 => 0
  | m + 1, k + 1 => qNum q (m + 1) * qFalling q m k
```

Write \([m]_k=[m][m-1]\cdots[m-k+1]\), with \([m]_0=1\) and \([m]_k=0\) for \(k>m\).

```lean
/-- The `n`-th power of `raise K * lower q` multiplies the `m`-th amplitude by `[m]^n`. -/
theorem number_pow_apply (q : K) (n : ℕ) (f : ℕ → K) (m : ℕ) :
    ((raise K * lower q) ^ n) f m = qNum q m ^ n * f m := by
  have h1 : ∀ (g : ℕ → K), (raise K * lower q) g m = qNum q m * g m := by
    intro g
    cases m with
    | zero =>
      change (0 : K) = qNum q 0 * g 0
      simp [qNum]
    | succ m => rfl
  induction n with
  | zero => simp
  | succ n ih =>
    rw [pow_succ' (raise K * lower q), Module.End.mul_apply, h1, ih]
    ring
```

Since \((ba\,f)(m)=[m]f(m)\), induction gives \(((ba)^nf)(m)=[m]^nf(m)\). The eigenvalue of \(ba\) is thus \([m]\), which is the occupation number itself when \(q=1\).

```lean
/-- The word `b^k a^k` multiplies the `m`-th amplitude by the q-falling factorial. -/
theorem normal_apply (q : K) (k : ℕ) (f : ℕ → K) (m : ℕ) :
    (raise K ^ k * lower q ^ k) f m = qFalling q m k * f m := by
  induction k generalizing f m with
  | zero => simp [qFalling]
  | succ k ih =>
    have h1 : raise K ^ (k + 1) * lower q ^ (k + 1)
        = raise K * ((raise K ^ k * lower q ^ k) * lower q) := by
      rw [pow_succ' (raise K), pow_succ (lower q)]
      simp only [mul_assoc]
    rw [h1]
    cases m with
    | zero =>
      change (0 : K) = _
      simp [qFalling]
    | succ m =>
      change (raise K ^ k * lower q ^ k) (lower q f) m = _
      rw [ih]
      change qFalling q m k * (qNum q (m + 1) * f (m + 1)) = _
      simp only [qFalling]
      ring
```

Similarly, \((b^ka^kf)(m)=[m]_k f(m)\). The induction uses \(b^{k+1}a^{k+1}=b\,(b^ka^k)\,a\). At occupation \(0\) the outer \(b\) gives zero; at \(m+1\) the result is \([m]_k[m+1]f(m+1)=[m+1]_{k+1}f(m+1)\).

```lean
/-- Powers of a q-number expand in q-falling factorials with q-Stirling coefficients. -/
theorem qNum_pow_eq_sum (q : K) (m n : ℕ) :
    qNum q m ^ n = ∑ k ∈ range (n + 1), qStirling q n k * qFalling q m k := by
  -- compare both sides of the operator identity on the constant sequence
  have h := congrFun (LinearMap.congr_fun
    (number_pow_normal_order (ladder_witness q) n) (fun _ => (1 : K))) m
  simp only [LinearMap.sum_apply, Finset.sum_apply, LinearMap.smul_apply, Pi.smul_apply,
    smul_eq_mul, normal_apply, number_pow_apply, mul_one] at h
  exact h

end QBosonNumberPowers
```

Applying the main theorem to the constant sequence \(f(m)=1\) and reading off component \(m\) gives

\[
[m]^n=\sum_{k=0}^{n}S(n,k)\,[m]_k .
\]

`congrFun` and `LinearMap.congr_fun` pass from equal operators to equal components, and `simp` inserts the two diagonal actions.

```lean
#print axioms QBosonNumberPowers.boson_number_pow
#print axioms QBosonNumberPowers.qNum_pow_eq_sum
```

```
'QBosonNumberPowers.boson_number_pow' depends on axioms: [propext, Classical.choice, Quot.sound]
'QBosonNumberPowers.qNum_pow_eq_sum' depends on axioms: [propext, Classical.choice, Quot.sound]
```
